# Two electrons with real symmetric hopping and on-site interaction U: fixed triplet levels, and a lowest singlet level nondecreasing and concave in U

Two electrons on $n$ sites hop with a real symmetric matrix $h$ and pay an energy $U$, of either sign, when they share a site. Their real spatial amplitude is $\psi(i,j)$. With $P$ the projector on $i=j$,
$$H(U)=h\otimes 1+1\otimes h+UP .$$
Spin enters only through exchange symmetry. The Pauli principle, which is not formalised here, pairs symmetric $\psi$ with the spin singlet and antisymmetric $\psi$ with the triplet.

```lean
import Mathlib

open Matrix
open scoped Kronecker

namespace OnSitePair

noncomputable section

variable {n : ℕ}
```

`n` is the number of sites, labelled by `Fin n`.

```lean
/-- The projector on double occupancy: both electrons on the same site. -/
def doubleOcc (n : ℕ) : Matrix (Fin n × Fin n) (Fin n × Fin n) ℝ :=
  diagonal fun x => if x.1 = x.2 then 1 else 0
```

$(P\psi)(i,j)=\delta_{ij}\,\psi(i,j)$.

```lean
/-- Two electrons with one-electron matrix `h` and on-site interaction `U`. -/
def hamiltonian (h : Matrix (Fin n) (Fin n) ℝ) (U : ℝ) :
    Matrix (Fin n × Fin n) (Fin n × Fin n) ℝ :=
  h ⊗ₖ (1 : Matrix (Fin n) (Fin n) ℝ) + (1 : Matrix (Fin n) (Fin n) ℝ) ⊗ₖ h + U • doubleOcc n
```

This is $H(U)$, with `⊗ₖ` the Kronecker product. Symmetry of $h$ is assumed later, in the theorems.

```lean
/-- Spatial pair amplitudes that are symmetric under exchange. -/
def singlets (n : ℕ) : Submodule ℝ (Fin n × Fin n → ℝ) where
  carrier := {ψ | ∀ i j, ψ (j, i) = ψ (i, j)}
  zero_mem' := fun _ _ => rfl
  add_mem' := fun ha hb i j => congrArg₂ (· + ·) (ha i j) (hb i j)
  smul_mem' := fun c _ ha i j => congrArg (c * ·) (ha i j)
```

Singlets: $\psi(j,i)=\psi(i,j)$.

```lean
/-- Spatial pair amplitudes that are antisymmetric under exchange. -/
def triplets (n : ℕ) : Submodule ℝ (Fin n × Fin n → ℝ) where
  carrier := {ψ | ∀ i j, ψ (j, i) = -ψ (i, j)}
  zero_mem' := fun _ _ => by simp
  add_mem' := fun {a b} ha hb i j => by
    have h1 : a (j, i) = -a (i, j) := ha i j
    have h2 : b (j, i) = -b (i, j) := hb i j
    simp only [Pi.add_apply, h1, h2]
    ring
  smul_mem' := fun c a ha i j => by
    have h1 : a (j, i) = -a (i, j) := ha i j
    simp only [Pi.smul_apply, smul_eq_mul, h1]
    ring
```

Triplets: $\psi(j,i)=-\psi(i,j)$, hence $\psi(i,i)=0$.

```lean
/-- The eigenvalues of the pair Hamiltonian with a nonzero eigenvector in the sector `S`. -/
def levels (h : Matrix (Fin n) (Fin n) ℝ) (U : ℝ) (S : Submodule ℝ (Fin n × Fin n → ℝ)) :
    Set ℝ := {μ | ∃ ψ ∈ S, ψ ≠ 0 ∧ hamiltonian h U *ᵥ ψ = μ • ψ}
```

The levels of a sector form a set of values, without multiplicities.

```lean
/-- The infimum of the singlet levels. -/
def singletEnergy (h : Matrix (Fin n) (Fin n) ℝ) (U : ℝ) : ℝ := sInf (levels h U (singlets n))
```

Call this infimum $E(U)$. For symmetric $h$ and $n\ge1$ it is shown below to be attained. A singlet ground state means an eigenvector in the singlet sector with this eigenvalue; a triplet level may lie lower.

```lean
/-- The unnormalised antisymmetric product of two orbitals. -/
def slater (v w : Fin n → ℝ) : Fin n × Fin n → ℝ := fun x => v x.1 * w x.2 - w x.1 * v x.2
```

This is $v_iw_j-w_iv_j$. For orthonormal orbitals the normalised state carries a factor $1/\sqrt2$.

## Triplet levels

```lean
/-- Each electron hops with `h`, and `U` acts only where the two sites coincide. -/
theorem hamiltonian_apply (h : Matrix (Fin n) (Fin n) ℝ) (U : ℝ) (ψ : Fin n × Fin n → ℝ)
    (i j : Fin n) : (hamiltonian h U *ᵥ ψ) (i, j) =
      ∑ k, h i k * ψ (k, j) + ∑ k, h j k * ψ (i, k) + U * (if i = j then ψ (i, j) else 0) := by
  have h1 : ((h ⊗ₖ (1 : Matrix (Fin n) (Fin n) ℝ)) *ᵥ ψ) (i, j) = ∑ k, h i k * ψ (k, j) := by
    simp [mulVec, dotProduct, Fintype.sum_prod_type, kroneckerMap_apply, Matrix.one_apply]
  have h2 : (((1 : Matrix (Fin n) (Fin n) ℝ) ⊗ₖ h) *ᵥ ψ) (i, j) = ∑ k, h j k * ψ (i, k) := by
    simp only [mulVec, dotProduct, Fintype.sum_prod_type]
    rw [Finset.sum_comm]
    simp [kroneckerMap_apply, Matrix.one_apply]
  have h3 : (doubleOcc n *ᵥ ψ) (i, j) = if i = j then ψ (i, j) else 0 := by
    simp [doubleOcc, mulVec_diagonal]
  rw [hamiltonian, add_mulVec, add_mulVec, smul_mulVec]
  simp only [Pi.add_apply, Pi.smul_apply, smul_eq_mul, h1, h2, h3]
```

$(H\psi)(i,j)=\sum_k h_{ik}\psi(k,j)+\sum_k h_{jk}\psi(i,k)+U\delta_{ij}\psi(i,j)$. The identity factors each collapse one sum.

```lean
/-- The antisymmetric product of two eigenorbitals satisfies the pair eigenvalue equation with
the sum of the orbital energies, whatever the value of `U`. -/
theorem slater_eigen {h : Matrix (Fin n) (Fin n) ℝ} {v w : Fin n → ℝ} {a b : ℝ}
    (hv : h *ᵥ v = a • v) (hw : h *ᵥ w = b • w) (U : ℝ) :
    hamiltonian h U *ᵥ slater v w = (a + b) • slater v w := by
  have ev : ∀ i, ∑ k, h i k * v k = a * v i := fun i => congrFun hv i
  have ew : ∀ i, ∑ k, h i k * w k = b * w i := fun i => congrFun hw i
  funext ⟨i, j⟩
  have s1 : ∑ k, h i k * slater v w (k, j) = a * v i * w j - b * w i * v j := by
    rw [← ev, ← ew, Finset.sum_mul, Finset.sum_mul, ← Finset.sum_sub_distrib]
    exact Finset.sum_congr rfl fun k _ => by simp only [slater]; ring
  have s2 : ∑ k, h j k * slater v w (i, k) = b * w j * v i - a * v j * w i := by
    rw [← ev, ← ew, Finset.sum_mul, Finset.sum_mul, ← Finset.sum_sub_distrib]
    exact Finset.sum_congr rfl fun k _ => by simp only [slater]; ring
  -- the amplitude for double occupancy vanishes
  have s3 : (if i = j then slater v w (i, j) else 0) = 0 := by
    split_ifs with hij
    · subst hij
      simp only [slater]
      ring
    · rfl
  rw [hamiltonian_apply, s1, s2, s3]
  simp only [Pi.smul_apply, smul_eq_mul, slater]
  ring
```

Let $hv=av$ and $hw=bw$. The two hopping terms give $av_iw_j-bw_iv_j$ (`s1`) and $bv_iw_j-aw_iv_j$ (`s2`), which add to $(a+b)(v_iw_j-w_iv_j)$. The interaction term vanishes because the diagonal does (`s3`).

```lean
/-- A real symmetric one-electron matrix has an orthogonal matrix of eigenorbitals. -/
theorem exists_orbitals {h : Matrix (Fin n) (Fin n) ℝ} (hh : h.IsHermitian) :
    ∃ V : Matrix (Fin n) (Fin n) ℝ, Vᵀ * V = 1 ∧ h * V = V * diagonal hh.eigenvalues := by
  refine ⟨Matrix.of fun i j => (hh.eigenvectorBasis j).ofLp i, ?_, ?_⟩
  · ext i j
    have := orthonormal_iff_ite.mp hh.eigenvectorBasis.orthonormal i j
    rw [PiLp.inner_apply] at this
    rw [Matrix.one_apply, ← this, Matrix.mul_apply]
    exact Finset.sum_congr rfl fun k _ => by simp [mul_comm]
  · ext i j
    have := congrFun (hh.mulVec_eigenvectorBasis j) i
    rw [mul_diagonal]
    refine Eq.trans this ?_
    simp [mul_comm]
```

The columns of $V$ are orthonormal eigenorbitals: $V^TV=1$ and $hV=V\,\mathrm{diag}(e)$, where $e_p$ is the orbital energy `hh.eigenvalues p`.

```lean
/-- For real symmetric `h` the triplet levels are the sums of two orbital energies with
different orbital labels, for every `U`. -/
theorem triplet_levels {h : Matrix (Fin n) (Fin n) ℝ} (hh : h.IsHermitian) (U : ℝ) :
    levels h U (triplets n) =
      {μ | ∃ p q, p < q ∧ μ = hh.eigenvalues p + hh.eigenvalues q} := by
  obtain ⟨V, hVV, hV⟩ := exists_orbitals hh
  have hs : hᵀ = h := (conjTranspose_eq_transpose_of_trivial h).symm.trans hh.eq
  ext μ
  constructor
  · rintro ⟨ψ, ha, h0, hE⟩
    have ha' : ∀ i j, ψ (j, i) = -ψ (i, j) := ha
    obtain ⟨Ψ, hΨ⟩ : ∃ Ψ : Matrix (Fin n) (Fin n) ℝ, ∀ i j, Ψ i j = ψ (i, j) :=
      ⟨fun i j => ψ (i, j), fun _ _ => rfl⟩
    have hΨt : Ψᵀ = -Ψ := by
      ext i j
      rw [transpose_apply, Matrix.neg_apply, hΨ, hΨ, ha']
    have hEΨ : h * Ψ + Ψ * h = μ • Ψ := by
      ext i j
      have e := congrFun hE (i, j)
      have hd : (if i = j then ψ (i, j) else 0) = 0 := by
        split_ifs with hij
        · subst hij
          linarith [ha' i i]
        · rfl
      have hc : ∑ k, ψ (i, k) * h k j = ∑ k, h j k * ψ (i, k) :=
        Finset.sum_congr rfl fun k _ => by
          have : h k j = h j k := congrFun (congrFun hs j) k
          rw [this, mul_comm]
      rw [hamiltonian_apply, hd] at e
      simp only [Pi.smul_apply, smul_eq_mul, mul_zero, add_zero] at e
      simp only [Matrix.add_apply, Matrix.mul_apply, Matrix.smul_apply, smul_eq_mul, hΨ]
      rw [hc, e]
    -- coefficients in the orbital basis
    obtain ⟨C, hC⟩ : ∃ C, C = Vᵀ * Ψ * V := ⟨_, rfl⟩
    have hV' : Vᵀ * h = diagonal hh.eigenvalues * Vᵀ := by
      have := congrArg Matrix.transpose hV
      rwa [transpose_mul, transpose_mul, hs, diagonal_transpose] at this
    have hCt : Cᵀ = -C := by
      rw [hC, transpose_mul, transpose_mul, transpose_transpose, hΨt]
      noncomm_ring
    have hCE : diagonal hh.eigenvalues * C + C * diagonal hh.eigenvalues = μ • C := by
      calc _ = (diagonal hh.eigenvalues * Vᵀ) * Ψ * V
            + Vᵀ * Ψ * (V * diagonal hh.eigenvalues) := by rw [hC]; simp only [Matrix.mul_assoc]
        _ = Vᵀ * (h * Ψ + Ψ * h) * V := by rw [← hV', ← hV]; noncomm_ring
        _ = μ • C := by rw [hEΨ, hC, Matrix.mul_smul, Matrix.smul_mul]
    by_contra hno
    have hne : ∀ p q, p < q → C p q = 0 := fun p q hpq => by
      have e := congrFun (congrFun hCE p) q
      rw [Matrix.add_apply, diagonal_mul, mul_diagonal, Matrix.smul_apply, smul_eq_mul] at e
      by_contra hc
      exact hno ⟨p, q, hpq, mul_right_cancel₀ hc (by linear_combination -e)⟩
    have hC0 : C = 0 := by
      ext p q
      have e : C q p = -C p q := congrFun (congrFun hCt p) q
      rw [Matrix.zero_apply]
      rcases lt_trichotomy p q with hpq | hpq | hpq
      · exact hne p q hpq
      · subst hpq
        linarith
      · linarith [hne q p hpq]
    have hVV' : V * Vᵀ = 1 := mul_eq_one_comm.mp hVV
    have hΨ0 : Ψ = 0 := by
      calc Ψ = (V * Vᵀ) * Ψ * (V * Vᵀ) := by rw [hVV', one_mul, mul_one]
        _ = V * (Vᵀ * Ψ * V) * Vᵀ := by simp only [Matrix.mul_assoc]
        _ = 0 := by rw [← hC, hC0, mul_zero, zero_mul]
    exact h0 (funext fun ⟨i, j⟩ => by rw [← hΨ, hΨ0]; rfl)
  · rintro ⟨p, q, hpq, rfl⟩
    have hcol : ∀ r, h *ᵥ (fun i => V i r) = hh.eigenvalues r • fun i => V i r := fun r => by
      funext i
      have e := congrFun (congrFun hV i) r
      rw [mul_diagonal] at e
      exact e.trans (mul_comm _ _)
    have ho : ∀ r s, ∑ i, V i r * V i s = if r = s then 1 else 0 := fun r s => by
      have e := congrFun (congrFun hVV r) s
      simpa only [Matrix.mul_apply, Matrix.one_apply, transpose_apply] using e
    refine ⟨slater (fun i => V i p) (fun i => V i q), fun i j => ?_, fun h0 => ?_,
      slater_eigen (hcol p) (hcol q) U⟩
    · simp only [slater]
      ring
    · -- a vanishing determinant would force the second orbital to vanish
      have hz : ∀ i j, V i p * V j q = V i q * V j p := fun i j =>
        sub_eq_zero.mp (congrFun h0 (i, j))
      have hw : ∀ j, V j q = 0 := fun j => by
        calc V j q = (∑ i, V i p * V i p) * V j q := by rw [ho, if_pos rfl, one_mul]
          _ = (∑ i, V i p * V i q) * V j p := by
            rw [Finset.sum_mul, Finset.sum_mul]
            exact Finset.sum_congr rfl fun i _ => by linear_combination V i p * hz i j
          _ = 0 := by rw [ho, if_neg hpq.ne, zero_mul]
      have e := ho q q
      simp [hw] at e
```

For real matrices `IsHermitian` means symmetric. Write an antisymmetric eigenvector as a matrix $\Psi$. Its diagonal vanishes, so $h\Psi+\Psi h=\mu\Psi$. With $C=V^T\Psi V$ this becomes
$$(e_p+e_q-\mu)\,C_{pq}=0 .$$
$C$ is antisymmetric and nonzero, so some $C_{pq}\ne0$ with $p<q$, and $\mu=e_p+e_q$. Lean argues this by contradiction.

Conversely, take the determinant of columns $v,w$ with labels $p<q$. If it vanished, $v_iw_j=w_iv_j$; multiplying by $v_i$ and summing over $i$ gives $w_j=(v\cdot w)v_j=0$, which is impossible.

The condition $p<q$ orders labels, not energies, so degenerate orbitals are allowed. For $n=1$ both sets are empty.

## Singlet ground state

```lean
/-- A nonzero real state vector has positive squared norm. -/
theorem dot_pos {ι : Type*} [Fintype ι] {ψ : ι → ℝ} (h : ψ ≠ 0) : 0 < ψ ⬝ᵥ ψ :=
  lt_of_le_of_ne (Finset.sum_nonneg fun _ _ => mul_self_nonneg _)
    fun e => h (dotProduct_self_eq_zero.mp e.symm)
```

This permits division by $\psi\cdot\psi$.

```lean
/-- In a nonzero sector invariant under a real symmetric Hamiltonian, some eigenvector has an
eigenvalue that bounds the energy expectation of the sector from below. -/
theorem sector_ground_state {ι : Type*} [Fintype ι] {M : Matrix ι ι ℝ} (hM : Mᵀ = M)
    (S : Submodule ℝ (ι → ℝ)) (hS : ∀ ψ ∈ S, M *ᵥ ψ ∈ S) (hne : ∃ ψ ∈ S, ψ ≠ 0) :
    ∃ m : ℝ, (∃ φ ∈ S, φ ≠ 0 ∧ M *ᵥ φ = m • φ) ∧
      ∀ ψ ∈ S, m * (ψ ⬝ᵥ ψ) ≤ ψ ⬝ᵥ M *ᵥ ψ := by
  let K : Set (ι → ℝ) := (S : Set (ι → ℝ)) ∩ {ψ | ψ ⬝ᵥ ψ = 1}
  have hK : IsCompact K := by
    refine IsCompact.of_isClosed_subset (isCompact_Icc (a := fun _ => (-1 : ℝ))
      (b := fun _ => (1 : ℝ))) (S.closed_of_finiteDimensional.inter
        (isClosed_eq (by simp only [dotProduct]; fun_prop) continuous_const)) ?_
    rintro ψ ⟨-, h1⟩
    have hb : ∀ i, ψ i * ψ i ≤ 1 := fun i =>
      (Finset.single_le_sum (f := fun i => ψ i * ψ i) (fun _ _ => mul_self_nonneg _)
        (Finset.mem_univ i)).trans_eq h1
    exact ⟨fun i => by nlinarith [hb i], fun i => by nlinarith [hb i]⟩
  have hscale : ∀ ψ ∈ S, ψ ≠ 0 → ∃ c : ℝ, c * c * (ψ ⬝ᵥ ψ) = 1 ∧ c • ψ ∈ K := by
    intro ψ hψ h0
    have hr := dot_pos h0
    have hc : (√(ψ ⬝ᵥ ψ))⁻¹ * (√(ψ ⬝ᵥ ψ))⁻¹ * (ψ ⬝ᵥ ψ) = 1 := by
      rw [← mul_inv, Real.mul_self_sqrt hr.le, inv_mul_cancel₀ hr.ne']
    refine ⟨_, hc, S.smul_mem _ hψ, ?_⟩
    simp only [Set.mem_ofPred_eq, smul_dotProduct, dotProduct_smul, smul_eq_mul]
    linear_combination hc
  obtain ⟨ψ₀, hψ₀, h₀⟩ := hne
  obtain ⟨c₀, -, hc₀⟩ := hscale ψ₀ hψ₀ h₀
  have hcont : Continuous fun ψ : ι → ℝ => ψ ⬝ᵥ M *ᵥ ψ := by
    simp only [dotProduct, mulVec]
    fun_prop
  obtain ⟨φ, ⟨hφS, hφ1⟩, hmin⟩ := hK.exists_isMinOn ⟨_, hc₀⟩ hcont.continuousOn
  have hφ1' : φ ⬝ᵥ φ = 1 := hφ1
  obtain ⟨m, hm⟩ : ∃ m, m = φ ⬝ᵥ M *ᵥ φ := ⟨_, rfl⟩
  have hvar : ∀ ψ ∈ S, m * (ψ ⬝ᵥ ψ) ≤ ψ ⬝ᵥ M *ᵥ ψ := by
    intro ψ hψ
    by_cases h0 : ψ = 0
    · simp [h0]
    obtain ⟨c, hc, hcK⟩ := hscale ψ hψ h0
    have hq := isMinOn_iff.mp hmin _ hcK
    simp only [mulVec_smul, smul_dotProduct, dotProduct_smul, smul_eq_mul] at hq
    rw [← hm] at hq
    calc m * (ψ ⬝ᵥ ψ) ≤ c * (c * (ψ ⬝ᵥ M *ᵥ ψ)) * (ψ ⬝ᵥ ψ) :=
          mul_le_mul_of_nonneg_right hq (dot_pos h0).le
      _ = ψ ⬝ᵥ M *ᵥ ψ := by linear_combination (ψ ⬝ᵥ M *ᵥ ψ) * hc
  -- vary the minimiser along its residual
  obtain ⟨χ, hχ⟩ : ∃ χ, χ = M *ᵥ φ - m • φ := ⟨_, rfl⟩
  have hχS : χ ∈ S := hχ ▸ S.sub_mem (hS φ hφS) (S.smul_mem m hφS)
  have hMφ : M *ᵥ φ = χ + m • φ := by rw [hχ, sub_add_cancel]
  have hsym : φ ⬝ᵥ M *ᵥ χ = χ ⬝ᵥ M *ᵥ φ := by
    rw [dotProduct_mulVec, ← mulVec_transpose, hM, dotProduct_comm]
  have e1 : χ ⬝ᵥ M *ᵥ φ = χ ⬝ᵥ χ + m * (χ ⬝ᵥ φ) := by
    rw [hMφ, dotProduct_add, dotProduct_smul, smul_eq_mul]
  have ht : ∀ t : ℝ, 0 ≤ (χ ⬝ᵥ M *ᵥ χ - m * (χ ⬝ᵥ χ)) * (t * t) + 2 * (χ ⬝ᵥ χ) * t + 0 := by
    intro t
    have e := hvar (φ + t • χ) (S.add_mem hφS (S.smul_mem t hχS))
    simp only [mulVec_add, mulVec_smul, add_dotProduct, dotProduct_add, smul_dotProduct,
      dotProduct_smul, smul_eq_mul] at e
    rw [hsym, e1, hφ1', ← hm, dotProduct_comm φ χ] at e
    linarith
  have hd := discrim_le_zero ht
  simp only [discrim] at hd
  have hsq : (χ ⬝ᵥ χ) ^ 2 = 0 := le_antisymm (by linarith) (sq_nonneg _)
  have hχ0 : χ = 0 := dotProduct_self_eq_zero.mp ((pow_eq_zero_iff two_ne_zero).mp hsq)
  refine ⟨m, ⟨φ, hφS, fun h => ?_, by rw [hMφ, hχ0, zero_add]⟩, hvar⟩
  simp [h] at hφ1'
```

The unit sphere of $S$ is compact, so $\psi\cdot M\psi$ has a minimiser $\varphi$ there, with value $m$. Scaling gives $m\,\psi\cdot\psi\le\psi\cdot M\psi$ on $S$ (`hvar`). The residual $\chi=M\varphi-m\varphi$ lies in $S$. Inserting $\varphi+t\chi$ gives, for all real $t$,
$$0\le 2t\,\chi\cdot\chi+t^2(\chi\cdot M\chi-m\,\chi\cdot\chi).$$
The linear coefficient must vanish (`discrim_le_zero`), so $\chi=0$ and $M\varphi=m\varphi$.

```lean
/-- The energy expectation is affine in `U`, with the double occupancy as its slope. -/
theorem pair_energy (h : Matrix (Fin n) (Fin n) ℝ) (U : ℝ) (ψ : Fin n × Fin n → ℝ) :
    ψ ⬝ᵥ hamiltonian h U *ᵥ ψ = ψ ⬝ᵥ hamiltonian h 0 *ᵥ ψ + U * ∑ i, ψ (i, i) ^ 2 := by
  have hU : hamiltonian h U = hamiltonian h 0 + U • doubleOcc n := by simp [hamiltonian]
  have hD : ψ ⬝ᵥ doubleOcc n *ᵥ ψ = ∑ i, ψ (i, i) ^ 2 := by
    simp [dotProduct, doubleOcc, mulVec_diagonal, Fintype.sum_prod_type, sq]
  rw [hU, add_mulVec, smul_mulVec, dotProduct_add, dotProduct_smul, hD, smul_eq_mul]
```

$\psi\cdot H(U)\psi=\psi\cdot H(0)\psi+U\sum_i\psi(i,i)^2$. For normalised $\psi$ the slope is the probability of double occupancy.

```lean
/-- For real symmetric `h` on at least one site, the singlet energy is the lowest singlet level
and bounds the energy expectation of every singlet amplitude from below. -/
theorem singletEnergy_spec [NeZero n] {h : Matrix (Fin n) (Fin n) ℝ} (hh : h.IsHermitian)
    (U : ℝ) : IsLeast (levels h U (singlets n)) (singletEnergy h U) ∧
      ∀ ψ ∈ singlets n, singletEnergy h U * (ψ ⬝ᵥ ψ) ≤ ψ ⬝ᵥ hamiltonian h U *ᵥ ψ := by
  have hs : hᵀ = h := (conjTranspose_eq_transpose_of_trivial h).symm.trans hh.eq
  have hH : (hamiltonian h U)ᵀ = hamiltonian h U := by
    simp only [hamiltonian, doubleOcc, transpose_add, transpose_smul, diagonal_transpose,
      ← kroneckerMap_transpose, transpose_one, hs]
  have hinv : ∀ ψ ∈ singlets n, hamiltonian h U *ᵥ ψ ∈ singlets n := by
    intro ψ hψ
    have hψ' : ∀ i j, ψ (j, i) = ψ (i, j) := hψ
    change ∀ i j, (hamiltonian h U *ᵥ ψ) (j, i) = (hamiltonian h U *ᵥ ψ) (i, j)
    intro i j
    rcases eq_or_ne i j with rfl | hij
    · rfl
    have a : ∑ k, h j k * ψ (k, i) = ∑ k, h j k * ψ (i, k) :=
      Finset.sum_congr rfl fun k _ => by rw [hψ' i k]
    have b : ∑ k, h i k * ψ (j, k) = ∑ k, h i k * ψ (k, j) :=
      Finset.sum_congr rfl fun k _ => by rw [hψ' k j]
    rw [hamiltonian_apply, hamiltonian_apply, if_neg hij, if_neg hij.symm, a, b]
    ring
  obtain ⟨m, hm, hvar⟩ := sector_ground_state hH (singlets n) hinv
    ⟨fun _ => 1, fun _ _ => rfl, fun e => one_ne_zero (congrFun e ((0 : Fin n), (0 : Fin n)))⟩
  have hl : IsLeast (levels h U (singlets n)) m := by
    refine ⟨hm, ?_⟩
    rintro μ ⟨ψ, hψ, h0, hE⟩
    have e := hvar ψ hψ
    rw [hE, dotProduct_smul, smul_eq_mul] at e
    exact le_of_mul_le_mul_right e (dot_pos h0)
  have hEm : singletEnergy h U = m := hl.csInf_eq
  rw [hEm]
  exact ⟨hl, hvar⟩
```

`NeZero n` means $n\ge1$, so the constant amplitude is a nonzero singlet. $H(U)$ is symmetric and preserves exchange symmetry, so the previous theorem supplies a level $m$. Any singlet level $\mu$ obeys $m\,\psi\cdot\psi\le\mu\,\psi\cdot\psi$, hence $E(U)=m$.

```lean
/-- For real symmetric `h` on at least one site, a singlet ground state at `U`, used as trial state
at `W`, bounds the change of the singlet energy from above by `W - U` times its double occupancy,
with both sides scaled by the squared norm of the state. -/
theorem singlet_tangent [NeZero n] {h : Matrix (Fin n) (Fin n) ℝ} (hh : h.IsHermitian)
    {U : ℝ} {φ : Fin n × Fin n → ℝ} (hφ : φ ∈ singlets n)
    (hE : hamiltonian h U *ᵥ φ = singletEnergy h U • φ) (W : ℝ) :
    (singletEnergy h W - singletEnergy h U) * (φ ⬝ᵥ φ) ≤ (W - U) * ∑ i, φ (i, i) ^ 2 := by
  have e1 := (singletEnergy_spec hh W).2 φ hφ
  have e2 := pair_energy h U φ
  rw [pair_energy] at e1
  rw [hE, dotProduct_smul, smul_eq_mul] at e2
  linarith
```

For a normalised singlet ground state $\varphi$ at $U$, with $d=\sum_i\varphi(i,i)^2$,
$$E(W)\le\varphi\cdot H(W)\varphi=E(U)+(W-U)d .$$
Lean keeps the factor $\varphi\cdot\varphi$.

```lean
/-- For real symmetric `h` on at least one site, the triplet levels are sums of two orbital
energies with different labels for every `U`, while the lowest singlet level is nondecreasing
and concave in `U`. -/
theorem spin_dependence [NeZero n] {h : Matrix (Fin n) (Fin n) ℝ} (hh : h.IsHermitian) :
    (∀ U, levels h U (triplets n) =
      {μ | ∃ p q, p < q ∧ μ = hh.eigenvalues p + hh.eigenvalues q}) ∧
    (∀ U, IsLeast (levels h U (singlets n)) (singletEnergy h U)) ∧
    Monotone (singletEnergy h) ∧ ConcaveOn ℝ Set.univ (singletEnergy h) := by
  refine ⟨triplet_levels hh, fun U => (singletEnergy_spec hh U).1, fun U W hUW => ?_,
    convex_univ, fun U _ W _ a b ha hb hab => ?_⟩
  · -- the ground state at the larger interaction is the trial state
    obtain ⟨φ, hφ, h0, hE⟩ := (singletEnergy_spec hh W).1.1
    have t := singlet_tangent hh hφ hE U
    have hD : 0 ≤ ∑ i, φ (i, i) ^ 2 := Finset.sum_nonneg fun _ _ => sq_nonneg _
    have k := mul_nonneg (sub_nonneg.mpr hUW) hD
    exact le_of_mul_le_mul_right (by linarith) (dot_pos h0)
  · -- the ground state at the intermediate interaction is the trial state
    simp only [smul_eq_mul]
    obtain ⟨X, hX⟩ : ∃ X, X = a * U + b * W := ⟨_, rfl⟩
    rw [← hX]
    obtain ⟨φ, hφ, h0, hE⟩ := (singletEnergy_spec hh X).1.1
    have k1 := mul_le_mul_of_nonneg_left (singlet_tangent hh hφ hE U) ha
    have k2 := mul_le_mul_of_nonneg_left (singlet_tangent hh hφ hE W) hb
    have e1 : a * ((U - X) * ∑ i, φ (i, i) ^ 2) + b * ((W - X) * ∑ i, φ (i, i) ^ 2) = 0 := by
      rw [hX]
      linear_combination (-(a * U + b * W) * ∑ i, φ (i, i) ^ 2) * hab
    have e2 : a * ((singletEnergy h U - singletEnergy h X) * (φ ⬝ᵥ φ))
        + b * ((singletEnergy h W - singletEnergy h X) * (φ ⬝ᵥ φ))
        = (a * singletEnergy h U + b * singletEnergy h W) * (φ ⬝ᵥ φ)
          - singletEnergy h X * (φ ⬝ᵥ φ) := by
      linear_combination (-(singletEnergy h X * (φ ⬝ᵥ φ))) * hab
    exact le_of_mul_le_mul_right (by linarith) (dot_pos h0)

end

end OnSitePair
```

The first two parts collect earlier results. For monotonicity let $U\le W$ and use the ground state at $W$ as trial state at $U$: $E(U)\le E(W)-(W-U)d\le E(W)$.

For concavity let $X=aU+bW$ with $a,b\ge0$, $a+b=1$, and use the ground state at $X$ for both ends:
$$aE(U)+bE(W)\le E(X)+[a(U-X)+b(W-X)]d=E(X).$$

Monotonicity can fail if $h$ is not symmetric. For $h=\begin{pmatrix}0&1\\-1&0\end{pmatrix}$ the real singlet levels are $U$ and the real roots of $\lambda^2-U\lambda+4=0$. The lowest is $3$ at $U=3$ but $1$ at $U=5$.

In this finite two-electron model with purely on-site interaction, any $U$-dependence that an approximation gives to the total energy of a triplet state is an error of the approximation. This does not extend to triplet energies measured from the lowest singlet level, which can depend on $U$ through $E(U)$.

```lean
#print axioms OnSitePair.spin_dependence
```

```
'OnSitePair.spin_dependence' depends on axioms: [propext, Classical.choice, Quot.sound]
```
